# For a coupled AB pair, the geometric mean of a doublet's offsets is half the shift difference, while the midpoint is too high and the centroid too low

Two coupled spins ½ have chemical shifts that differ by \(d=4\) Hz, and their scalar coupling is \(J=3\) Hz. Their spectrum has four lines, placed symmetrically about its centre. The two on the positive side lie 1 Hz and 4 Hz from the centre, with relative intensities 1.6 and 0.4. The shift itself is at \(d/2=2\) Hz, where there is no line. The midpoint of the doublet is 2.5 Hz and its intensity-weighted centroid is 1.6 Hz, but \(\sqrt{1\cdot 4}=2\) Hz.

The mechanism is visible in \(C=\sqrt{d^2+J^2}=5\) Hz. The offsets are \((C-J)/2\) and \((C+J)/2\), so their product is \((C^2-J^2)/4=d^2/4\). For an isolated pair of spins ½, the offsets of these two lines from the centre therefore give the magnitudes of \(d\) and \(J\) directly, though not their signs, for instance as input to a simulation of the pair's spectrum.

## The two-spin model

```lean
import Mathlib

open Matrix

namespace ABShiftExtraction

noncomputable section

/-- Hamiltonian of two coupled spins ½ in frequency units, in the basis αα, αβ, βα, ββ,
with shifts `d/2` and `-d/2` about the centre of the spectrum and scalar coupling `J`. -/
def hamiltonian (d J : ℝ) : Matrix (Fin 4) (Fin 4) ℝ :=
  !![J / 4, 0, 0, 0;
     0, d / 2 - J / 4, J / 2, 0;
     0, J / 2, -d / 2 - J / 4, 0;
     0, 0, 0, J / 4]
```

The matrix is \(\tfrac d2 I_{1z}-\tfrac d2 I_{2z}+J\,\mathbf I_1\!\cdot\!\mathbf I_2\), with energies in frequency units and zero frequency at the centre of the spectrum. The coupling \(J\) mixes αβ with βα; it leaves αα and ββ unmixed and only shifts their energies by \(J/4\). Lean numbers the basis states from 0 to 3.

```lean
/-- The total spin lowering operator in the same basis. -/
def lowering : Matrix (Fin 4) (Fin 4) ℝ :=
  !![0, 0, 0, 0; 1, 0, 0, 0; 1, 0, 0, 0; 0, 1, 1, 0]
```

This is \(I_{1-}+I_{2-}\): it takes αα to αβ + βα, and takes each of those to ββ.

```lean
/-- The state αα. -/
def upUp : Fin 4 → ℝ := ![1, 0, 0, 0]
```

A state is a list of four real amplitudes, here that of αα.

```lean
/-- The state ββ. -/
def downDown : Fin 4 → ℝ := ![0, 0, 0, 1]
```

This is ββ, the other unmixed state.

```lean
/-- The superposition of αβ and βα with real amplitudes `a` and `b`. -/
def mixed (a b : ℝ) : Fin 4 → ℝ := ![0, a, b, 0]
```

This is \(a\,|\alpha\beta\rangle+b\,|\beta\alpha\rangle\). Real amplitudes suffice, since the Hamiltonian is a real symmetric matrix. Normalisation is not built in; it appears later as a hypothesis.

```lean
/-- Intensity of the transition from `i` to `f`: the squared matrix element of the
lowering operator. -/
def intensity (f i : Fin 4 → ℝ) : ℝ := (f ⬝ᵥ (lowering *ᵥ i)) ^ 2
```

The final state `f` comes first: the intensity is \(\langle f|I_-|i\rangle^2\), where `*ᵥ` applies a matrix to a vector and `⬝ᵥ` is the dot product.

## Offsets, weights and the two averages

```lean
/-- The quantity `C = √(d² + J²)`. -/
def splitting (d J : ℝ) : ℝ := √(d ^ 2 + J ^ 2)
```

This is \(C\). Despite its name, `splitting` is not the spacing within the doublet, which is \(|J|\). It is the energy gap between the two mixed states.

```lean
/-- The line offset `(C - J)/2`. -/
def offsetMinus (d J : ℝ) : ℝ := (splitting d J - J) / 2
```

For \(J>0\) this is the inner line, the one nearer the centre.

```lean
/-- The line offset `(C + J)/2`. -/
def offsetPlus (d J : ℝ) : ℝ := (splitting d J + J) / 2
```

For \(J>0\) this is the outer line. For \(J<0\) the two exchange places.

```lean
/-- The weight `1 + J/C` of the line at `(C - J)/2`, for `d` and `J` not both zero. -/
def weightMinus (d J : ℝ) : ℝ := 1 + J / splitting d J
```

The suffix `Minus` refers to the offset \((C-J)/2\), although the weight has a plus sign.

```lean
/-- The weight `1 - J/C` of the line at `(C + J)/2`, for `d` and `J` not both zero. -/
def weightPlus (d J : ℝ) : ℝ := 1 - J / splitting d J
```

The line at \((C+J)/2\) has the complementary weight, so the two weights add up to 2.

```lean
/-- The unweighted midpoint of the doublet. -/
def midpoint (d J : ℝ) : ℝ := (offsetMinus d J + offsetPlus d J) / 2
```

This average ignores the intensities.

```lean
/-- The intensity-weighted centroid of the doublet, for `d` and `J` not both zero. -/
def centroid (d J : ℝ) : ℝ :=
  (weightMinus d J * offsetMinus d J + weightPlus d J * offsetPlus d J) /
    (weightMinus d J + weightPlus d J)
```

This average weights each offset by its intensity.

## Three facts about C

```lean
lemma splitting_sq (d J : ℝ) : splitting d J ^ 2 = d ^ 2 + J ^ 2 :=
  Real.sq_sqrt (by positivity)
```

\(C^2=d^2+J^2\), because the quantity under the root is not negative.

```lean
lemma splitting_pos {d : ℝ} (J : ℝ) (hd : 0 < d) : 0 < splitting d J :=
  Real.sqrt_pos.mpr (by positivity)
```

For \(d>0\), \(C\) is positive, so one may divide by it.

```lean
/-- For `d > 0` and nonzero coupling, `C` exceeds the shift difference `d`. -/
lemma lt_splitting {d J : ℝ} (hd : 0 < d) (hJ : J ≠ 0) : d < splitting d J := by
  have hJ2 : 0 < J ^ 2 := by positivity
  nlinarith [splitting_sq d J, splitting_pos J hd]
```

If also \(J\neq0\), then \(C^2=d^2+J^2>d^2\), and hence \(C>d\). The tactic `nlinarith` finds such arguments by multiplying known inequalities together.

## From the Hamiltonian to the doublet

```lean
/-- A superposition of αβ and βα obeys the eigenvalue equation exactly when its two
amplitudes obey the two secular equations. -/
lemma mixed_eigen_iff (d J E a b : ℝ) :
    hamiltonian d J *ᵥ mixed a b = E • mixed a b ↔
      (d / 2 - J / 4) * a + J / 2 * b = E * a ∧
      J / 2 * a + (-d / 2 - J / 4) * b = E * b := by
  constructor
  · intro h
    have h1 := congrFun h 1
    have h2 := congrFun h 2
    simp [hamiltonian, mixed, Matrix.mulVec, dotProduct, Fin.sum_univ_four] at h1 h2
    exact ⟨by linarith, by linarith⟩
  · rintro ⟨h1, h2⟩
    ext i
    fin_cases i <;>
      simp [hamiltonian, mixed, Matrix.mulVec, dotProduct, Fin.sum_univ_four] <;> linarith
```

The eigenvalue equation has four components. Those for αα and ββ read \(0=0\), and the other two are

\[
\left(\tfrac d2-\tfrac J4\right)a+\tfrac J2 b=Ea,\qquad
\tfrac J2 a+\left(-\tfrac d2-\tfrac J4\right)b=Eb .
\]

The proof reads off components 1 and 2 in one direction and checks all four in the other.

```lean
/-- For `d > 0`, each normalised real eigenstate mixing αβ and βα gives a line of the doublet: at
`(C - J)/2` with intensity `1 + J/C` by the transition to ββ, or at `(C + J)/2` with intensity
`1 - J/C` by the transition from αα. -/
theorem doublet_lines {d J E a b : ℝ} (hd : 0 < d) (hn : a ^ 2 + b ^ 2 = 1)
    (h : hamiltonian d J *ᵥ mixed a b = E • mixed a b) :
    (E - J / 4 = offsetMinus d J ∧ intensity downDown (mixed a b) = weightMinus d J) ∨
    (J / 4 - E = offsetPlus d J ∧ intensity (mixed a b) upUp = weightPlus d J) := by
  obtain ⟨e1, e2⟩ := (mixed_eigen_iff d J E a b).mp h
  have hC := splitting_pos J hd
  have hC2 := splitting_sq d J
  have i1 : intensity downDown (mixed a b) = (a + b) ^ 2 := by
    simp [intensity, downDown, mixed, lowering, Matrix.mulVec, dotProduct, Fin.sum_univ_four]
  have i2 : intensity (mixed a b) upUp = (a + b) ^ 2 := by
    simp [intensity, upUp, mixed, lowering, Matrix.mulVec, dotProduct, Fin.sum_univ_four]
  -- the secular equations fix `E + J/4` up to a sign, and its product with `2ab`
  have hE : (E + J / 4 - splitting d J / 2) * (E + J / 4 + splitting d J / 2) = 0 := by
    linear_combination (-a) * ((E + J / 4 + d / 2) * e1 + (J / 2) * e2)
      - b * ((J / 2) * e1 + (E + J / 4 - d / 2) * e2)
      - ((E + J / 4) ^ 2 - (d ^ 2 + J ^ 2) / 4) * hn - (1 / 4) * hC2
  have hab : 2 * a * b * (E + J / 4) = J / 2 := by
    linear_combination (-b) * e1 - a * e2 + (J / 2) * hn
  rcases mul_eq_zero.mp hE with he | he
  · left
    have hp : 2 * a * b = J / splitting d J := by
      rw [eq_div_iff hC.ne']
      linear_combination 2 * hab - 4 * a * b * he
    refine ⟨by unfold offsetMinus; linarith, ?_⟩
    rw [i1, weightMinus]
    linear_combination hp + hn
  · right
    have hp : 2 * a * b = -J / splitting d J := by
      rw [eq_div_iff hC.ne']
      linear_combination (-2) * hab + 4 * a * b * he
    refine ⟨by unfold offsetPlus; linarith, ?_⟩
    rw [i2, weightPlus]
    linear_combination hp + hn
```

The hypotheses are \(d>0\), \(a^2+b^2=1\) and the eigenvalue equation. The conclusion is an "or": the state gives either the line at \((C-J)/2\) with intensity \(1+J/C\), by a transition to ββ, or the line at \((C+J)/2\) with intensity \(1-J/C\), by a transition from αα. The position of a line is the initial energy minus the final one.

By hand, put \(\varepsilon=E+J/4\). The secular equations become \(Mv=\varepsilon v\) with

\[
M=\frac12\begin{pmatrix} d & J\\ J & -d\end{pmatrix},\qquad v=\begin{pmatrix}a\\ b\end{pmatrix},\qquad M^2=\frac{C^2}{4}\,\mathbb 1 .
\]

Applying \(M\) twice gives \(\varepsilon^2=C^2/4\), so \(\varepsilon=\pm C/2\); this is `hE`. Multiplying the first equation by \(b\), the second by \(a\), and adding gives \(2ab\,\varepsilon=J/2\); this is `hab`. Both intensities equal \((a+b)^2=1+2ab\), which leaves two cases:

- If \(\varepsilon=C/2\), then \(2ab=J/C\). The intensity is \(1+J/C\), and the offset is \(E-J/4=(C-J)/2\).
- If \(\varepsilon=-C/2\), then \(2ab=-J/C\). The intensity is \(1-J/C\), and the offset is \(J/4-E=(C+J)/2\).

In Lean, `linear_combination` is given the multipliers for the known equations and checks the remaining algebra, and `rcases` splits the two signs.

```lean
/-- With `d = C cos 2θ` and `J = C sin 2θ`, the states with amplitudes `(cos θ, sin θ)` and
`(-sin θ, cos θ)` are eigenstates with energies `C/2 - J/4` and `-C/2 - J/4`. -/
theorem doublet_lines_witness (C θ : ℝ) :
    hamiltonian (C * Real.cos (2 * θ)) (C * Real.sin (2 * θ)) *ᵥ
        mixed (Real.cos θ) (Real.sin θ) =
      (C / 2 - C * Real.sin (2 * θ) / 4) • mixed (Real.cos θ) (Real.sin θ) ∧
    hamiltonian (C * Real.cos (2 * θ)) (C * Real.sin (2 * θ)) *ᵥ
        mixed (-Real.sin θ) (Real.cos θ) =
      (-(C / 2) - C * Real.sin (2 * θ) / 4) • mixed (-Real.sin θ) (Real.cos θ) := by
  have hs := Real.sin_sq_add_cos_sq θ
  rw [mixed_eigen_iff, mixed_eigen_iff, Real.cos_two_mul, Real.sin_two_mul]
  refine ⟨⟨?_, ?_⟩, ⟨?_, ?_⟩⟩
  · linear_combination C * Real.cos θ * hs
  · ring
  · ring
  · linear_combination (-C) * Real.cos θ * hs
```

An "or" alone would allow one line never to occur. Here the usual mixing angle \(\theta\), with \(d=C\cos2\theta\) and \(J=C\sin2\theta\), supplies an eigenstate for each case. In the αβ component of the first state, for example, the term with \(-J/4\) is the same on both sides, and what remains is

\[
\tfrac C2(\cos2\theta\cos\theta+\sin2\theta\sin\theta)=\tfrac C2\cos\theta .
\]

The other three components follow in the same way from the double-angle formulas. In this theorem `C` is any real number; for \(C\ge 0\) it agrees with `splitting`.

## Where the midpoint and the centroid lie

```lean
/-- The midpoint of the doublet is `C/2`. -/
theorem midpoint_eq (d J : ℝ) : midpoint d J = splitting d J / 2 := by
  unfold midpoint offsetMinus offsetPlus
  ring
```

The coupling cancels in the sum of the offsets: \(\tfrac12\left(\tfrac{C-J}2+\tfrac{C+J}2\right)=\tfrac C2\).

```lean
/-- For `d > 0`, the weighted centroid of the doublet is `d²/(2C)`. -/
theorem centroid_eq {d : ℝ} (J : ℝ) (hd : 0 < d) :
    centroid d J = d ^ 2 / (2 * splitting d J) := by
  have hC := splitting_pos J hd
  have hr : J / splitting d J * splitting d J = J := by field_simp
  have hw : weightMinus d J + weightPlus d J = 2 := by
    unfold weightMinus weightPlus
    ring
  have h2C : 2 * splitting d J ≠ 0 := mul_ne_zero two_ne_zero hC.ne'
  rw [centroid, hw, eq_div_iff h2C]
  unfold weightMinus weightPlus offsetMinus offsetPlus
  linear_combination splitting_sq d J - J * hr
```

Since the weights add up to 2, the centroid is

\[
\frac12\left[\left(1+\frac JC\right)\frac{C-J}2+\left(1-\frac JC\right)\frac{C+J}2\right]
=\frac12\left(C-\frac{J^2}{C}\right)=\frac{d^2}{2C}.
\]

In the proof, `hw` is the sum of the weights and `hr` is \((J/C)\,C=J\).

```lean
/-- For `d > 0`, the geometric mean of the two offsets is exactly `d/2`. -/
theorem geometric_mean_eq {d : ℝ} (J : ℝ) (hd : 0 < d) :
    √(offsetMinus d J * offsetPlus d J) = d / 2 := by
  have h : offsetMinus d J * offsetPlus d J = (d / 2) ^ 2 := by
    unfold offsetMinus offsetPlus
    linear_combination (1 / 4) * splitting_sq d J
  rw [h, Real.sqrt_sq (by positivity)]
```

The product of the offsets is \((C^2-J^2)/4=(d/2)^2\), and its root is \(d/2\) because \(d\) is positive. This holds for every \(J\), zero included.

```lean
/-- For `d > 0` and nonzero coupling, the midpoint lies above `d/2`, the weighted centroid
lies below it, and the geometric mean of the offsets equals it. -/
theorem shift_estimates {d J : ℝ} (hd : 0 < d) (hJ : J ≠ 0) :
    d / 2 < midpoint d J ∧ centroid d J < d / 2 ∧
      √(offsetMinus d J * offsetPlus d J) = d / 2 := by
  have hC := splitting_pos J hd
  have hlt := lt_splitting hd hJ
  refine ⟨by rw [midpoint_eq]; linarith, ?_, geometric_mean_eq J hd⟩
  rw [centroid_eq J hd, div_lt_iff₀ (by linarith)]
  nlinarith [mul_pos hd (sub_pos.mpr hlt)]
```

For \(d>0\) and \(J\neq0\) of either sign, the three statements are

\[
\frac C2>\frac d2,\qquad \frac{d^2}{2C}<\frac d2,\qquad \sqrt{\frac{C-J}{2}\cdot\frac{C+J}{2}}=\frac d2 .
\]

The first two both follow from \(C>d\): directly for the midpoint, and after multiplying by \(2C\) for the centroid, where \(d^2<dC\) remains.

Each hypothesis does some work. With \(d=4\) and \(J=0\), all three estimates equal 2, and the strict inequalities fail. With \(d=-4\) and \(J=3\), the offsets are still 1 and 4, so their geometric mean is 2 while \(d/2=-2\).

## How large the errors are

```lean
/-- For `d > 0` and nonzero coupling, the centroid is closer to `d/2` than the midpoint is,
and the midpoint errs by less than `J²/(4d)`. -/
theorem estimate_errors {d J : ℝ} (hd : 0 < d) (hJ : J ≠ 0) :
    d / 2 - centroid d J < midpoint d J - d / 2 ∧
      midpoint d J - d / 2 < J ^ 2 / (4 * d) := by
  have hC := splitting_pos J hd
  have hpos := pow_pos (sub_pos.mpr (lt_splitting hd hJ)) 2
  have hC2 := splitting_sq d J
  rw [midpoint_eq]
  constructor
  · -- both errors are compared through the square of C - d
    have h : d - splitting d J / 2 < centroid d J := by
      rw [centroid_eq J hd, lt_div_iff₀ (by linarith)]
      nlinarith
    linarith
  · rw [lt_div_iff₀ (by linarith)]
    nlinarith
```

The centroid errs by less than the midpoint does, and the midpoint errs by less than \(J^2/(4d)\). In the opening example the errors are 0.4 and 0.5 Hz, and the bound is 0.5625 Hz.

Both inequalities come down to \((C-d)^2>0\), which is `hpos`. Multiplying the first, \(\tfrac d2-\tfrac{d^2}{2C}<\tfrac C2-\tfrac d2\), by \(2C\) gives \(dC-d^2<C^2-dC\). Multiplying the second, \(\tfrac C2-\tfrac d2<\tfrac{J^2}{4d}\), by \(4d\) gives \(2dC-2d^2<J^2=C^2-d^2\). Each rearranges to \(0<(C-d)^2\).

## Reading d and J from two lines

```lean
/-- For `d > 0` and positive measured offsets `x₁`, `x₂`, the doublet has these offsets
exactly when `d = 2√(x₁x₂)` and `J = x₂ - x₁`. -/
theorem extraction_iff {d J x₁ x₂ : ℝ} (hd : 0 < d) (h1 : 0 < x₁) (h2 : 0 < x₂) :
    (offsetMinus d J = x₁ ∧ offsetPlus d J = x₂) ↔
      (d = 2 * √(x₁ * x₂) ∧ J = x₂ - x₁) := by
  constructor
  · rintro ⟨e1, e2⟩
    have hg := geometric_mean_eq J hd
    rw [e1, e2] at hg
    unfold offsetMinus at e1
    unfold offsetPlus at e2
    exact ⟨by linarith, by linarith⟩
  · rintro ⟨h, hJ⟩
    have hq := Real.sq_sqrt (mul_pos h1 h2).le
    have hd2 : d ^ 2 = 4 * (x₁ * x₂) := by
      rw [h]
      linear_combination 4 * hq
    -- the sum of the offsets recovers C
    have hs : splitting d J = x₁ + x₂ := by
      have hsum : d ^ 2 + J ^ 2 = (x₁ + x₂) ^ 2 := by
        rw [hJ]
        linear_combination hd2
      rw [splitting, hsum, Real.sqrt_sq (by positivity)]
    unfold offsetMinus offsetPlus
    exact ⟨by linarith, by linarith⟩

end

end ABShiftExtraction
```

The symbol `↔` means "exactly when". Given \(d>0\) and positive offsets \(x_1,x_2\), the model has \((C-J)/2=x_1\) and \((C+J)/2=x_2\) exactly when \(d=2\sqrt{x_1x_2}\) and \(J=x_2-x_1\).

From left to right, the geometric mean gives \(d\) and subtracting the offsets gives \(J\). From right to left,

\[
d^2+J^2=4x_1x_2+(x_2-x_1)^2=(x_1+x_2)^2,
\]

so \(C=x_1+x_2\), and \((C\mp J)/2\) returns \(x_1\) and \(x_2\).

The labels matter. Exchanging \(x_1\) and \(x_2\) reverses the sign of \(J\) and leaves the spectrum as it was, so the line positions and intensities give only \(|J|\).

Two steps are left to the spectroscopist. One is to locate the centre, about which the four lines are symmetric, since the offsets are measured from it. The other is to identify the measured peak positions with the energy differences of this Hamiltonian. When broad lines overlap, for example, the maxima can move away from these differences, and the extracted \(d\) and \(J\) can then be wrong.

```lean
#print axioms ABShiftExtraction.doublet_lines
#print axioms ABShiftExtraction.shift_estimates
#print axioms ABShiftExtraction.estimate_errors
#print axioms ABShiftExtraction.extraction_iff
```

```
'ABShiftExtraction.doublet_lines' depends on axioms: [propext, Classical.choice, Quot.sound]
'ABShiftExtraction.shift_estimates' depends on axioms: [propext, Classical.choice, Quot.sound]
'ABShiftExtraction.estimate_errors' depends on axioms: [propext, Classical.choice, Quot.sound]
'ABShiftExtraction.extraction_iff' depends on axioms: [propext, Classical.choice, Quot.sound]
```
